# A Slater determinant of monomial orbitals with one hole is an elementary symmetric polynomial times the Vandermonde product

## Particles, orbitals and the empty level

Place \(N\) identical fermions, with spin left out, at coordinates \(x_0,\dots,x_{N-1}\). The available orbitals are the \(N+1\) monomials \(t^0,t^1,\dots,t^N\), where \(t\) is the coordinate of one particle. All of them are occupied except \(t^k\), so there is one hole, and \(k\) may be any number from \(0\) to \(N\). The question is what the Slater determinant of this state looks like as a function of the coordinates.

The coordinates are elements of a commutative ring \(R\). For particles on a line \(R=\mathbb R\), and for particles in a plane, with position written as a complex number, \(R=\mathbb C\). The argument never divides, so nothing more is asked of \(R\).

```lean
import Mathlib

open Polynomial

namespace OneHoleSlater

variable {R : Type*} [CommRing R] {N : ℕ}
```

Let \(p_0<p_1<\dots<p_{N-1}\) be the occupied exponents in increasing order: \(p_j=j\) for \(j<k\) and \(p_j=j+1\) for \(j\ge k\). The one-hole determinant is

\[
D_k(x)=\det\bigl(x_i^{\,p_j}\bigr)_{i,j=0}^{N-1}.
\]

```lean
/-- The Slater determinant of `N` particles at `x` in the monomial orbitals `t ^ j`,
with `j` running increasingly through `0, …, N` except for the hole `j = k`. -/
def holeSlater (k : Fin (N + 1)) (x : Fin N → R) : R :=
  Matrix.det (Matrix.of fun i j : Fin N => x i ^ (k.succAbove j : ℕ))
```

Rows belong to particles and columns to orbitals. The type `Fin (N + 1)` of `k` lists the \(N+1\) orbitals, and `k.succAbove j` is \(p_j\), the \(j\)-th orbital when \(k\) is skipped. The increasing order fixes the overall sign. The determinant is unnormalised: the usual factor \(1/\sqrt{N!}\) and the norms of the orbitals are absent.

The second ingredient is the product of coordinate differences, usually called the Vandermonde product:

\[
P(x)=\prod_{i<l}(x_l-x_i).
\]

```lean
/-- The product of the coordinate differences `x l - x i` over all pairs `i < l`. -/
def pairProduct (x : Fin N → R) : R :=
  ∏ i, ∏ l ∈ Finset.Ioi i, (x l - x i)
```

`Finset.Ioi i` is the set of indices above `i`, so every pair occurs once, with the later coordinate first.

The third ingredient is the elementary symmetric polynomial of degree \(m\), evaluated at the particle positions:

\[
e_m(x)=\sum_{|S|=m}\ \prod_{i\in S}x_i ,\qquad e_0=1 .
\]

```lean
/-- The elementary symmetric polynomial of degree `m` in the particle coordinates:
the sum over all `m`-particle subsets of the product of their coordinates. -/
def elemSymm (m : ℕ) (x : Fin N → R) : R :=
  ∑ s ∈ Finset.powersetCard m Finset.univ, ∏ i ∈ s, x i
```

`Finset.powersetCard m Finset.univ` is the collection of all \(m\)-particle subsets \(S\). In this notation the result is \(D_k=e_{N-k}\,P\). The factor \(P\) carries the antisymmetry and is the same for every hole, while the symmetric factor \(e_{N-k}\) records which orbital is empty.

## A quasihole as a superposition of one-hole states

Add one more coordinate \(w\) in front of the others and set \((y_0,y_1,\dots,y_N)=(w,x_0,\dots,x_{N-1})\). With \(N+1\) coordinates all orbitals \(t^0,\dots,t^N\) are filled, and the determinant is that of Vandermonde,

\[
\det\bigl(y_i^{\,j}\bigr)_{i,j=0}^{N}=\prod_{i<l}(y_l-y_i).
\]

To see this, go through the columns from right to left and subtract \(y_0\) times column \(j-1\) from column \(j\). Row \(0\) becomes \((1,0,\dots,0)\), and for \(i,j\ge1\) the entry becomes \(y_i^{\,j-1}(y_i-y_0)\). Taking the factor \(y_i-y_0\) out of each remaining row leaves the same determinant for \(y_1,\dots,y_N\), and the step is repeated.

The pairs that contain \(w\) can be separated from the rest:

\[
\prod_{i<l}(y_l-y_i)=\prod_{i}(x_i-w)\;P(x).
\]

Now expand the same determinant along the row of \(w\). The entry in column \(k\) is \(w^k\), its sign is \((-1)^k\), and deleting that row and column leaves the \(N\) particles in all orbitals but \(t^k\), which is \(D_k(x)\). Since \((-1)^kw^k=(-w)^k\),

\[
\sum_{k=0}^{N}(-w)^k D_k(x)=\prod_{i}(x_i-w)\;P(x).
\]

```lean
/-- Multiplying the pair product by the quasihole factor `∏ (x i - w)` gives the
superposition of the one-hole determinants with amplitudes `(-w) ^ k`. -/
theorem quasihole_expansion (x : Fin N → R) (w : R) :
    ∑ k : Fin (N + 1), (-w) ^ (k : ℕ) * holeSlater k x
      = (∏ i, (x i - w)) * pairProduct x := by
  -- the Vandermonde determinant with an additional particle at `w`
  have h := Matrix.det_vandermonde (Fin.cons w x : Fin (N + 1) → R)
  rw [Matrix.det_succ_row_zero, Fin.prod_univ_succ, Fin.prod_Ioi_zero] at h
  simp only [Fin.prod_Ioi_succ, Fin.cons_succ, Fin.cons_zero] at h
  unfold pairProduct
  rw [← h]
  refine Finset.sum_congr rfl fun k _ => ?_
  -- removing the row of `w` and the column `k` leaves the one-hole determinant
  have hminor : (Matrix.vandermonde (Fin.cons w x : Fin (N + 1) → R)).submatrix
      Fin.succ k.succAbove
      = Matrix.of fun i j : Fin N => x i ^ (k.succAbove j : ℕ) := by
    ext i j
    rw [Matrix.submatrix_apply, Matrix.vandermonde_apply, Fin.cons_succ, Matrix.of_apply]
  rw [hminor, Matrix.vandermonde_apply, Fin.cons_zero, neg_pow w]
  rfl
```

In the proof `Fin.cons w x` is the list \(y\). `Matrix.det_vandermonde` supplies the product formula and `Matrix.det_succ_row_zero` the expansion along row \(0\). The lemmas `Fin.prod_univ_succ` and `Fin.prod_Ioi_zero` split off the pairs with \(w\). The local statement `hminor` identifies each minor with the one-hole matrix.

The factor \(\prod_i(x_i-w)\) vanishes whenever a particle sits at \(w\), which is why it is called a quasihole factor. The amplitudes \((-w)^k\) multiply unnormalised determinants; the amplitudes with respect to normalised one-hole states of the lowest Landau level are given further down, up to a common factor.

## Reading off the symmetric polynomial

Let \(X\) be a formal variable. Multiplying out \(\prod_i(x_i+X)\) means choosing \(x_i\) or \(X\) from each bracket. If \(S\) is the set of particles for which \(x_i\) was chosen, then

\[
\prod_i(x_i+X)=\sum_{S}\Bigl(\prod_{i\in S}x_i\Bigr)X^{N-|S|}.
\]

The power \(X^k\) comes from the subsets with \(|S|=N-k\), so its coefficient is \(e_{N-k}(x)\).

```lean
/-- The coefficient of `X ^ k` in `∏ (x i + X)` is the elementary symmetric polynomial
of degree `N - k` in the coordinates, for `k` from `0` to `N`. -/
theorem coeff_prod_add (x : Fin N → R) (k : Fin (N + 1)) :
    (∏ i, (C (x i) + X)).coeff (k : ℕ) = elemSymm (N - k) x := by
  have hk : (k : ℕ) ≤ N := Nat.lt_succ_iff.mp k.isLt
  rw [Finset.prod_add, finsetSum_coeff, elemSymm, Finset.powersetCard_eq_filter,
    Finset.sum_filter]
  refine Finset.sum_congr rfl fun t _ => ?_
  have hc : t.card ≤ N := by simpa using Finset.card_le_univ t
  have hd : (Finset.univ \ t).card = N - t.card := by
    rw [← Finset.compl_eq_univ_sdiff, Finset.card_compl, Fintype.card_fin]
  rw [Finset.prod_const, hd, ← map_prod, coeff_C_mul, coeff_X_pow]
  -- only subsets with exactly `N - k` particles contribute
  by_cases h : t.card = N - k
  · rw [if_pos h, if_pos (by omega), mul_one]
  · rw [if_neg h, if_neg (by omega), mul_zero]
```

Here `C (x i)` is the ring element \(x_i\) regarded as a constant polynomial. `Finset.prod_add` performs the expansion over subsets, and the case distinction keeps those with \(N-k\) elements. Subtraction of natural numbers in Lean stops at zero; the bounds `hk` and `hc`, which say \(k\le N\) and \(|S|\le N\), ensure that `N - k` and `N - t.card` are the ordinary differences.

## The one-hole determinant in closed form

The quasihole expansion holds in every commutative ring, and so also in the polynomial ring \(R[X]\). Take the \(x_i\) as constants there and put \(w=-X\):

\[
\sum_{j=0}^{N}X^jD_j(x)=\prod_i(x_i+X)\;P(x).
\]

Neither \(D_j(x)\) nor \(P(x)\) contains \(X\). The coefficient of \(X^k\) is therefore \(D_k(x)\) on the left and \(e_{N-k}(x)P(x)\) on the right:

\[
D_k(x)=e_{N-k}(x)\,P(x).
\]

```lean
/-- The Slater determinant with a hole in the orbital `t ^ k` is the elementary symmetric
polynomial of degree `N - k` times the product of coordinate differences. -/
theorem holeSlater_eq (k : Fin (N + 1)) (x : Fin N → R) :
    holeSlater k x = elemSymm (N - k) x * pairProduct x := by
  -- let the position of the quasihole be a formal variable
  have h := quasihole_expansion (fun i => C (x i)) (-X : R[X])
  have hD : ∀ j : Fin (N + 1),
      holeSlater j (fun i => C (x i)) = C (holeSlater j x) := by
    intro j
    unfold holeSlater
    rw [RingHom.map_det]
    refine congrArg Matrix.det (Matrix.ext fun i l => ?_)
    simp
  have hV : pairProduct (fun i => C (x i)) = C (pairProduct x) := by
    simp [pairProduct, map_prod]
  -- compare the coefficients of `X ^ k`
  have hk := congrArg (fun q : R[X] => q.coeff (k : ℕ)) h
  simp only [hD, hV, neg_neg, sub_neg_eq_add, finsetSum_coeff, coeff_mul_C,
    coeff_X_pow, coeff_prod_add] at hk
  rw [← hk, Finset.sum_eq_single k]
  · simp
  · intro j _ hj
    rw [if_neg (fun e => hj (Fin.ext e.symm)), zero_mul]
  · simp
```

In words: for every number of particles \(N\), every hole position \(k\) from \(0\) to \(N\) and all coordinates in any commutative ring, coinciding ones included, the determinant equals the stated product. For \(N=0\) both sides are \(1\).

The auxiliary facts `hD` and `hV` say that the determinants and the pair product of constant polynomials are again constants; for the determinants this is `RingHom.map_det`. The equation `hk` is the comparison of coefficients, and `Finset.sum_eq_single k` removes all terms of the sum except \(j=k\).

The formal variable guards against an error that is easily made here. Knowing the quasihole identity for every value \(w\in R\) does not in general allow one to equate the coefficients of powers of \(w\). Over the field with two elements, \(w^2+w\) is zero for both values of \(w\), yet its coefficients are not zero. Over \(\mathbb R\) or \(\mathbb C\) the shortcut is sound, because a polynomial that vanishes at infinitely many points is zero.

## Orbitals with a common envelope

Physical orbitals usually carry a decaying factor. If they are \(g(t)\,t^j\) with the same \(g\) for all \(j\), row \(i\) of the determinant has the common factor \(g(x_i)\). Taking it out of every row gives

\[
\det\bigl(g(x_i)\,x_i^{\,p_j}\bigr)=\prod_i g(x_i)\;e_{N-k}(x)\,P(x).
\]

```lean
/-- If every orbital carries a common factor `g`, so that the orbitals are `g t * t ^ j`
with `j = k` left empty, the one-hole determinant acquires the factor `∏ g (x i)`. -/
theorem weighted_hole_det (g : R → R) (k : Fin (N + 1)) (x : Fin N → R) :
    Matrix.det (Matrix.of fun i j : Fin N => g (x i) * x i ^ (k.succAbove j : ℕ))
      = (∏ i, g (x i)) * (elemSymm (N - k) x * pairProduct x) := by
  rw [← holeSlater_eq]
  exact Matrix.det_mul_column (fun i => g (x i))
    (Matrix.of fun i j : Fin N => x i ^ (k.succAbove j : ℕ))
```

The function `g` is arbitrary, with no continuity or analyticity assumed, and `Matrix.det_mul_column` takes the factors out.

For non-interacting, spin-polarised electrons in the lowest Landau level this gives the one-hole wavefunctions explicitly. In the symmetric gauge, with the magnetic length as unit and the field pointing in the direction that gives powers of \(z\) and not of \(\bar z\), the orbitals are \(z^je^{-|z|^2/4}\), and their squared norms are \(2\pi\,2^j j!\). The normalised state is

\[
\Psi_k=\frac{1}{\sqrt{N!}}\prod_{\substack{0\le j\le N\\ j\ne k}}\frac{1}{\sqrt{2\pi\,2^j j!}}\;\;e_{N-k}(z)\prod_{i<l}(z_l-z_i)\;e^{-\sum_i|z_i|^2/4}.
\]

In terms of these states the quasihole at \(w\) has amplitudes proportional to \((-w)^k/\sqrt{2^kk!}\).

The theorem is an algebraic identity and contains no Hamiltonian. That the electrons of a given system occupy a single determinant of orbitals \(g(t)\,t^j\) has to come from the physics. The one-dimensional harmonic oscillator shows that the form of the orbitals matters, since its levels are a Gaussian times Hermite polynomials and not monomials. For two particles in \(H_1=2t\) and \(H_2=4t^2-2\), with \(H_0\) empty, the polynomial part of the determinant is \((8x_0x_1+4)(x_1-x_0)\), whose symmetric factor is not a multiple of \(e_2=x_0x_1\).

## Holes at the top, just below it, and at the bottom

If the highest orbital \(t^N\) is empty, the particles fill \(t^0,\dots,t^{N-1}\) without a gap. This is the filled sea, and since \(e_0=1\),

\[
D_N(x)=P(x).
\]

```lean
/-- With the hole in the highest orbital `t ^ N`, the determinant is the product of
coordinate differences alone. -/
theorem hole_at_top (x : Fin N → R) :
    holeSlater (Fin.last N) x = pairProduct x := by
  rw [holeSlater_eq]
  simp [elemSymm]
```

`Fin.last N` is the orbital number \(N\), the largest element of `Fin (N + 1)`.

Next, move the particle in the highest level of the filled sea up by one. There must be at least one particle for this, so the statement is written for \(N+1\) particles. They have the orbitals \(t^0,\dots,t^{N+1}\), and the hole is at \(t^N\). The degree of the symmetric factor is \((N+1)-N=1\), and

\[
D_N(x)=\Bigl(\sum_i x_i\Bigr)P(x).
\]

```lean
/-- For `N + 1` particles with the hole in `t ^ N`, one place below the highest orbital
`t ^ (N + 1)`, the product of differences is multiplied by the sum of the coordinates. -/
theorem hole_below_top (x : Fin (N + 1) → R) :
    holeSlater (Fin.last N).castSucc x = (∑ i, x i) * pairProduct x := by
  have hdeg : N + 1 - ((Fin.last N).castSucc : ℕ) = 1 := by simp
  rw [holeSlater_eq, hdeg]
  simp [elemSymm, Finset.powersetCard_one]
```

The expression `(Fin.last N).castSucc` is the number \(N\) read as a label among \(N+2\) orbitals. This move raises the total degree by one and multiplies the unnormalised determinant by \(N+1\) times the centre-of-mass coordinate of equal masses. For a single particle the formula reduces to \(D_0=x_0\), the orbital \(t\) itself.

Finally, let the constant orbital \(t^0\) be empty. The only subset with \(N\) elements is the full set of particles, so \(e_N=\prod_ix_i\) and

\[
D_0(x)=\Bigl(\prod_i x_i\Bigr)P(x).
\]

```lean
/-- With the hole in the constant orbital `t ^ 0`, the product of differences is
multiplied by the product of all coordinates. -/
theorem hole_at_bottom (x : Fin N → R) :
    holeSlater 0 x = (∏ i, x i) * pairProduct x := by
  have hs := Finset.powersetCard_self (Finset.univ : Finset (Fin N))
  rw [Finset.card_univ, Fintype.card_fin] at hs
  have hdeg : N - ((0 : Fin (N + 1)) : ℕ) = N := by simp
  rw [holeSlater_eq, hdeg, elemSymm, hs, Finset.sum_singleton]

end OneHoleSlater
```

`Finset.powersetCard_self` states that there is only this one subset. The formula agrees with the quasihole expansion at \(w=0\), where only the term \(k=0\) survives: a quasihole at the origin is the state with the constant orbital empty.

```lean
#print axioms OneHoleSlater.holeSlater_eq
#print axioms OneHoleSlater.weighted_hole_det
#print axioms OneHoleSlater.hole_below_top
#print axioms OneHoleSlater.hole_at_bottom
```

```
'OneHoleSlater.holeSlater_eq' depends on axioms: [propext, Classical.choice, Quot.sound]
'OneHoleSlater.weighted_hole_det' depends on axioms: [propext, Classical.choice, Quot.sound]
'OneHoleSlater.hole_below_top' depends on axioms: [propext, Classical.choice, Quot.sound]
'OneHoleSlater.hole_at_bottom' depends on axioms: [propext, Classical.choice, Quot.sound]
```

## Two holes

The same argument with two added coordinates treats \(N\) particles in the orbitals \(t^0,\dots,t^{N+1}\) with holes at \(k<l\). Let \(D_{kl}(x)\) be their unnormalised determinant, with the occupied exponents again in increasing order. What follows is a pencil calculation with no Lean proof behind it. Expand the Vandermonde determinant of \((w_1,w_2,x_0,\dots,x_{N-1})\) along its first two rows and put \(w_1=-u_1\), \(w_2=-u_2\). After an overall sign is removed,

\[
\sum_{k<l}\bigl(u_1^ku_2^l-u_1^lu_2^k\bigr)D_{kl}(x)=(u_2-u_1)\prod_i(x_i+u_1)(x_i+u_2)\;P(x).
\]

With \(u_1,u_2\) as formal variables, the coefficient of \(u_1^ku_2^l\) gives

\[
D_{kl}=\bigl(e_{N-k}\,e_{N-l+1}-e_{N-k+1}\,e_{N-l}\bigr)P,
\]

where \(e_m=0\) for \(m<0\) and for \(m>N\). For one particle with holes at \(0\) and \(1\) this is \(e_1^2=x_0^2\), the remaining orbital.
